# Gaussian-smeared friction of finitely many distinct, coupled levels has a maximum at a finite width when occupations fall with energy

For a fixed, finite set of distinct levels, the Gaussian-smeared electronic friction defined below tends to zero as the broadening is narrowed towards zero. Widening the Gaussian without limit also gives zero. In between, if some levels are coupled and occupations fall with energy, the friction has a maximum, near which it changes little with the width, and that flat region can pass for a converged value.

## Two vanishing limits and a maximum

Let the levels have energies $e_i$, occupations $f_i$ and real couplings $g_{ij}$ to one nuclear coordinate. For a width $s>0$, define

$$G_s(x)=\frac{e^{-x^2/(2s^2)}}{s\sqrt{2\pi}},\qquad
\Lambda(s)=\sum_{i\ne j} g_{ij}^2\,\frac{f_i-f_j}{e_j-e_i}\,G_s(e_j-e_i).$$

The Gaussian replaces the delta function at zero transition energy, and the constant prefactor of the friction is left out. Suppose that the energies are distinct, that $f$ strictly decreases with energy, and that some $g_{ij}$ with $i\ne j$ is nonzero. Then $\Lambda(s)>0$ for every $s>0$, $\Lambda(s)\to0$ as $s\to0^+$ and as $s\to\infty$, and $\Lambda$ attains a maximum over all positive widths.

## Width scans on a fixed set of levels

The result bears on broadening tests in electronic-structure codes that evaluate friction by this sum over finitely many independent-electron levels. With the levels held fixed, no nonzero value survives the narrow limit. Approaching a continuum value at small widths calls for a denser set of levels as well, with a spacing that becomes small compared with the width.

Two levels show the size of the effect. Take $e=(0,1)$, $f=(1,0)$ and $g_{12}=g_{21}=1$. Both ordered pairs contribute equally, so $\Lambda(s)=2G_s(1)$:

| $s$ | $\Lambda(s)$ |
|---|---|
| 0.5 | 0.216 |
| 1 | 0.484 |
| 2 | 0.352 |

The maximum is at $s=1$, the level spacing.

## Moving the width towards a gap raises its weight

**Sign.** If $e_i<e_j$, then $f_i>f_j$, and the quotient $(f_i-f_j)/(e_j-e_i)$ has positive numerator and denominator. If $e_i>e_j$, both are negative. Every term of $\Lambda$ is therefore nonnegative, and a term with $g_{ij}\ne0$ is positive.

**Narrow limit.** For $x\ne0$ put $y=x^2/(2s^2)$. Since $e^y\ge1+y\ge y$, we have $e^{-y}\le 1/y=2s^2/x^2$, so

$$0<G_s(x)\le\frac{2s}{x^2\sqrt{2\pi}}\to0 .$$

**Broad limit.** The exponential is at most 1, so $0<G_s(x)\le 1/(s\sqrt{2\pi})\to0$. Both limits carry over to $\Lambda$ because the sum is finite.

**Comparing widths.** Let $t>0$ lie between $s$ and $|x|$, so that $(x^2-t^2)(t^2-s^2)\ge0$. Put $u=t/s$ and $D=x^2/(2s^2)-x^2/(2t^2)$. Then

$$D-\frac{u^2-1}{2}=\frac{(x^2-t^2)(t^2-s^2)}{2s^2t^2}\ge0 .$$

From $(u-1)^2\ge0$ it follows that

$$u\le 1+\frac{u^2-1}{2}\le 1+D\le e^D .$$

Multiplying $t/s\le e^D$ by $e^{-x^2/(2s^2)}/(t\sqrt{2\pi})$ gives $G_s(x)\le G_t(x)$.

**Maximum.** Let $a$ and $b$ be the smallest and largest values of $|e_j-e_i|$ over $i\ne j$; distinct energies give $a>0$. If $s\le a$, then $a$ lies between $s$ and every gap, so $\Lambda(s)\le\Lambda(a)$. If $s\ge b$, the same argument gives $\Lambda(s)\le\Lambda(b)$. On $[a,b]$ the continuous function $\Lambda$ attains a maximum, which is then the maximum over all $s>0$.

## The turnover in Lean

`gaussian_le` is the comparison of widths: `Real.add_one_le_exp` supplies $1+D\le e^D$, and `nlinarith` combines it with $(u-1)^2\ge0$. `gaussian_tendsto_narrow` and `gaussian_tendsto_broad` squeeze the weight between zero and the two bounds above. `quotient_pos` is the sign argument.

In `exists_max_between_gaps`, the step `mono` passes the comparison from single weights to the sum, and `isCompact_Icc.exists_isMaxOn` supplies the maximiser on $[a,b]$. `friction_turnover` takes the limits term by term through `lim`, then picks out the smallest and largest gaps to apply the previous theorem.

```lean
import Mathlib

open Filter Topology

namespace ElectronicFriction

noncomputable section

/-- The normalised Gaussian of width `s` at energy `x`, for `s > 0`. -/
def gaussian (s x : ℝ) : ℝ :=
  Real.exp (-x ^ 2 / (2 * s ^ 2)) / (s * √(2 * Real.pi))

/-- The Gaussian weight is positive at every positive width. -/
theorem gaussian_pos {s : ℝ} (hs : 0 < s) (x : ℝ) : 0 < gaussian s x := by
  unfold gaussian
  positivity

/-- Changing a positive width from `s` to a positive `t` that lies between `s` and `|x|` does not
lower the Gaussian weight at `x`. -/
theorem gaussian_le {s t x : ℝ} (hs : 0 < s) (ht : 0 < t)
    (h : 0 ≤ (x ^ 2 - t ^ 2) * (t ^ 2 - s ^ 2)) : gaussian s x ≤ gaussian t x := by
  -- the ratio of the widths is bounded by the ratio of the exponentials
  have h1 : t / s ≤ Real.exp (x ^ 2 / (2 * s ^ 2) - x ^ 2 / (2 * t ^ 2)) := by
    have h2 := Real.add_one_le_exp (x ^ 2 / (2 * s ^ 2) - x ^ 2 / (2 * t ^ 2))
    have h3 : x ^ 2 / (2 * s ^ 2) - x ^ 2 / (2 * t ^ 2) - ((t / s) ^ 2 - 1) / 2
        = (x ^ 2 - t ^ 2) * (t ^ 2 - s ^ 2) / (2 * s ^ 2 * t ^ 2) := by
      field_simp
    have h4 : 0 ≤ (x ^ 2 - t ^ 2) * (t ^ 2 - s ^ 2) / (2 * s ^ 2 * t ^ 2) :=
      div_nonneg h (by positivity)
    rw [← h3] at h4
    nlinarith [sq_nonneg (t / s - 1)]
  have h5 : Real.exp (-x ^ 2 / (2 * t ^ 2)) = Real.exp (-x ^ 2 / (2 * s ^ 2)) *
      Real.exp (x ^ 2 / (2 * s ^ 2) - x ^ 2 / (2 * t ^ 2)) := by
    rw [← Real.exp_add]
    congr 1
    ring
  have h6 := (div_le_iff₀ hs).mp h1
  unfold gaussian
  rw [div_le_div_iff₀ (by positivity) (by positivity), h5, mul_assoc, ← mul_assoc _ s]
  gcongr

/-- At a nonzero transition energy the Gaussian weight vanishes as the width tends to `0+`. -/
theorem gaussian_tendsto_narrow {x : ℝ} (hx : x ≠ 0) :
    Tendsto (fun s => gaussian s x) (𝓝[>] 0) (𝓝 0) := by
  have hlin : Continuous (fun s : ℝ => 2 / (x ^ 2 * √(2 * Real.pi)) * s) :=
    continuous_const.mul continuous_id
  refine squeeze_zero' ?_ ?_ ((hlin.tendsto' 0 0 (by simp)).mono_left nhdsWithin_le_nhds)
  · filter_upwards [self_mem_nhdsWithin] with s hs using (gaussian_pos hs x).le
  · filter_upwards [self_mem_nhdsWithin] with s hs
    have hs0 : 0 < s := hs
    have hc : 0 < √(2 * Real.pi) := by positivity
    -- exp(-y) ≤ 1/y beats the prefactor 1/s
    have hy : Real.exp (-x ^ 2 / (2 * s ^ 2)) ≤ 2 * s ^ 2 / x ^ 2 := by
      have h1 := Real.add_one_le_exp (x ^ 2 / (2 * s ^ 2))
      rw [neg_div, Real.exp_neg, ← inv_div (x ^ 2) (2 * s ^ 2)]
      exact inv_anti₀ (by positivity) (by linarith)
    calc gaussian s x ≤ (2 * s ^ 2 / x ^ 2) / (s * √(2 * Real.pi)) := by
          unfold gaussian
          gcongr
      _ = 2 / (x ^ 2 * √(2 * Real.pi)) * s := by field_simp

/-- At any fixed energy the Gaussian weight vanishes as the width tends to infinity. -/
theorem gaussian_tendsto_broad (x : ℝ) :
    Tendsto (fun s => gaussian s x) atTop (𝓝 0) := by
  have h := (tendsto_inv_atTop_zero (𝕜 := ℝ)).const_mul (√(2 * Real.pi))⁻¹
  rw [mul_zero] at h
  refine squeeze_zero' ?_ ?_ h
  · filter_upwards [eventually_gt_atTop 0] with s hs using (gaussian_pos hs x).le
  · filter_upwards [eventually_gt_atTop 0] with s hs
    have h1 : Real.exp (-x ^ 2 / (2 * s ^ 2)) ≤ 1 := by
      rw [Real.exp_le_one_iff, neg_div]
      exact neg_nonpos.mpr (by positivity)
    calc gaussian s x ≤ 1 / (s * √(2 * Real.pi)) := by
          unfold gaussian
          gcongr
      _ = (√(2 * Real.pi))⁻¹ * s⁻¹ := by rw [one_div, mul_inv, mul_comm]

/-- If occupations strictly decrease with energy, the occupation difference quotient of two
levels with different energies is positive. -/
theorem quotient_pos {κ : Type*} {e f : κ → ℝ} (hf : ∀ i j, e i < e j → f j < f i) {i j : κ}
    (h : e i ≠ e j) : 0 < (f i - f j) / (e j - e i) := by
  rcases lt_or_gt_of_ne h with h | h
  · exact div_pos (sub_pos.mpr (hf i j h)) (sub_pos.mpr h)
  · exact div_pos_of_neg_of_neg (sub_neg.mpr (hf j i h)) (sub_neg.mpr h)

variable {ι : Type*} [Fintype ι] [DecidableEq ι]

/-- The smeared electronic friction, up to a constant prefactor, for levels `e`, occupations `f`,
couplings `g` and width `s`; its domain is distinct energies and `s > 0`. -/
def friction (e f : ι → ℝ) (g : ι → ι → ℝ) (s : ℝ) : ℝ :=
  ∑ p ∈ (Finset.univ : Finset ι).offDiag,
    g p.1 p.2 ^ 2 * ((f p.1 - f p.2) / (e p.2 - e p.1)) * gaussian s (e p.2 - e p.1)

/-- If occupations strictly decrease with energy and the gaps `|e j - e i|` of all pairs of
different levels lie between `a > 0` and `b ≥ a`, then some width between `a` and `b` maximises the
friction over all positive widths. -/
theorem exists_max_between_gaps {e f : ι → ℝ} (g : ι → ι → ℝ) {a b : ℝ} (ha : 0 < a)
    (hab : a ≤ b) (hf : ∀ i j, e i < e j → f j < f i)
    (hgap : ∀ i j, i ≠ j → a ≤ |e j - e i| ∧ |e j - e i| ≤ b) :
    ∃ m ∈ Set.Icc a b, ∀ s, 0 < s → friction e f g s ≤ friction e f g m := by
  -- a width change that raises every Gaussian weight raises the friction
  have mono : ∀ s t, 0 < s → 0 < t →
      (∀ i j, i ≠ j → 0 ≤ ((e j - e i) ^ 2 - t ^ 2) * (t ^ 2 - s ^ 2)) →
      friction e f g s ≤ friction e f g t := by
    intro s t hs ht h
    refine Finset.sum_le_sum fun p hp => ?_
    have hp' := (Finset.mem_offDiag.mp hp).2.2
    have hne : e p.1 ≠ e p.2 := by
      intro h0
      have h1 := (hgap _ _ hp').1
      rw [h0, sub_self, abs_zero] at h1
      linarith
    exact mul_le_mul_of_nonneg_left (gaussian_le hs ht (h _ _ hp'))
      (mul_nonneg (sq_nonneg _) (quotient_pos hf hne).le)
  have hcont : ContinuousOn (friction e f g) (Set.Icc a b) := by
    intro t ht
    have ht0 : 0 < t := lt_of_lt_of_le ha ht.1
    have hG : ∀ x, ContinuousAt (fun s => gaussian s x) t := by
      intro x
      unfold gaussian
      fun_prop (disch := positivity)
    have hF : ContinuousAt (friction e f g) t :=
      tendsto_finsetSum _ fun p _ => (hG (e p.2 - e p.1)).tendsto.const_mul _
    exact hF.continuousWithinAt
  obtain ⟨m, hm, hmax⟩ := isCompact_Icc.exists_isMaxOn (Set.nonempty_Icc.mpr hab) hcont
  have hmax' := isMaxOn_iff.mp hmax
  refine ⟨m, hm, fun s hs => ?_⟩
  rcases le_total s a with hsa | hsa
  · refine (mono s a hs ha fun i j hij => ?_).trans (hmax' a (Set.left_mem_Icc.mpr hab))
    have h1 := pow_le_pow_left₀ ha.le (hgap i j hij).1 2
    rw [sq_abs] at h1
    exact mul_nonneg (sub_nonneg.mpr h1) (sub_nonneg.mpr (pow_le_pow_left₀ hs.le hsa 2))
  · rcases le_total s b with hsb | hsb
    · exact hmax' s ⟨hsa, hsb⟩
    · have hb : 0 < b := lt_of_lt_of_le ha hab
      refine (mono s b hs hb fun i j hij => ?_).trans (hmax' b (Set.right_mem_Icc.mpr hab))
      have h1 := pow_le_pow_left₀ (abs_nonneg _) (hgap i j hij).2 2
      rw [sq_abs] at h1
      have h2 := pow_le_pow_left₀ hb.le hsb 2
      nlinarith [mul_nonneg (sub_nonneg.mpr h1) (sub_nonneg.mpr h2)]

/-- For distinct energies, occupations strictly decreasing in energy and some nonzero off-diagonal
coupling, the smeared friction is positive at every positive width, vanishes in the limits of zero
and infinite width, and attains a maximum over the positive widths. -/
theorem friction_turnover {e f : ι → ℝ} {g : ι → ι → ℝ} (he : Function.Injective e)
    (hf : ∀ i j, e i < e j → f j < f i) (hg : ∃ i j, i ≠ j ∧ g i j ≠ 0) :
    (∀ s, 0 < s → 0 < friction e f g s) ∧
    Tendsto (friction e f g) (𝓝[>] 0) (𝓝 0) ∧
    Tendsto (friction e f g) atTop (𝓝 0) ∧
    ∃ m, 0 < m ∧ ∀ s, 0 < s → friction e f g s ≤ friction e f g m := by
  obtain ⟨i, j, hij, hgij⟩ := hg
  have mem : ∀ k l, k ≠ l → (k, l) ∈ (Finset.univ : Finset ι).offDiag := fun k l h =>
    Finset.mem_offDiag.mpr ⟨Finset.mem_univ _, Finset.mem_univ _, h⟩
  -- both limits are taken term by term
  have lim : ∀ l : Filter ℝ,
      (∀ i j, i ≠ j → Tendsto (fun s => gaussian s (e j - e i)) l (𝓝 0)) →
      Tendsto (friction e f g) l (𝓝 0) := by
    intro l hl
    have h : Tendsto (friction e f g) l (𝓝 (∑ p ∈ (Finset.univ : Finset ι).offDiag,
        g p.1 p.2 ^ 2 * ((f p.1 - f p.2) / (e p.2 - e p.1)) * 0)) :=
      tendsto_finsetSum _ fun p hp =>
        (hl p.1 p.2 (Finset.mem_offDiag.mp hp).2.2).const_mul _
    simpa only [mul_zero, Finset.sum_const_zero] using h
  refine ⟨fun s hs => ?_, lim _ fun i j h => ?_, lim _ fun i j _ => gaussian_tendsto_broad _, ?_⟩
  · refine Finset.sum_pos' (fun p hp => ?_) ⟨(i, j), mem i j hij, ?_⟩
    · have hne := he.ne (Finset.mem_offDiag.mp hp).2.2
      exact mul_nonneg (mul_nonneg (sq_nonneg _) (quotient_pos hf hne).le) (gaussian_pos hs _).le
    · exact mul_pos (mul_pos (pow_pos (abs_pos.mpr hgij) 2 |>.trans_eq (sq_abs _))
        (quotient_pos hf (he.ne hij))) (gaussian_pos hs _)
  · exact gaussian_tendsto_narrow (sub_ne_zero.mpr (he.ne h.symm))
  · -- the smallest and the largest gap over all pairs of levels enclose a maximiser
    obtain ⟨p, hp, hmin⟩ :=
      Finset.exists_min_image _ (fun p : ι × ι => |e p.2 - e p.1|) ⟨_, mem i j hij⟩
    obtain ⟨q, hq, hmax⟩ :=
      Finset.exists_max_image _ (fun p : ι × ι => |e p.2 - e p.1|) ⟨_, mem i j hij⟩
    have ha : 0 < |e p.2 - e p.1| :=
      abs_pos.mpr (sub_ne_zero.mpr (he.ne (Finset.mem_offDiag.mp hp).2.2.symm))
    obtain ⟨m, hm, h⟩ := exists_max_between_gaps g ha (hmin q hq) hf fun k l hkl =>
      ⟨hmin (k, l) (mem k l hkl), hmax (k, l) (mem k l hkl)⟩
    exact ⟨m, lt_of_lt_of_le ha hm.1, h⟩

end

end ElectronicFriction
```

```lean
#print axioms ElectronicFriction.friction_turnover
```

```
'ElectronicFriction.friction_turnover' depends on axioms: [propext, Classical.choice, Quot.sound]
```

## Fixed levels and occupations, one nuclear coordinate

In `friction_turnover`, the finite type `ι` labels the levels, and `friction e f g s` is $\Lambda(s)$, summed over ordered pairs of different labels (`offDiag`). The hypothesis `he` says that the energies are distinct, `hf` that a higher level has a strictly smaller occupation, and `hg` that some off-diagonal coupling is nonzero, which forces at least two levels. The four parts of the conclusion are positivity, the limit $s\to0^+$ (written `𝓝[>] 0`), the limit $s\to\infty$ (`atTop`), and a positive width `m` at which the friction is largest.

`exists_max_between_gaps` also locates a maximiser between any positive lower bound and any upper bound on the gaps. For two levels both bounds can be the spacing itself, which puts a maximum exactly there. Uniqueness is not claimed, and widely separated gaps can produce several local maxima. Nor does anything here identify the maximum with the continuum friction.

The hypotheses limit which codes the theorem describes:

- **Degeneracy.** For a coupled degenerate pair with equal occupations the quotient is $0/0$, which Lean evaluates as 0. A code that uses the limit $-f'(e)>0$ instead gets a term growing like $1/s$ as $s\to0^+$.
- **Occupations.** A Fermi–Dirac distribution at positive temperature satisfies `hf`; a zero-temperature step does not once two levels are both full or both empty. The occupations must also stay fixed while $s$ varies, so a scan that changes the electronic temperature together with the broadening is a different problem.
- **Couplings.** No symmetry of $g$ is assumed. The squares $g_{ij}^2$ correspond to a diagonal element of the friction tensor; off-diagonal elements involve products of different couplings, which can have either sign.
- **Arithmetic.** The theorem concerns real numbers. In floating point, the exponential underflows when $s$ is far below the smallest gap, and the computed friction can be exactly zero.
